# Stability bounds the Wilson ratio of a repulsive SU(N) local Fermi liquid by N/(N−1)

Take N equivalent flavours with quasiparticle density of states r > 0 and residual repulsion U ≥ 0, and let the static susceptibility matrix have diagonal entries r and off-diagonal entries −U r². If this matrix is positive semidefinite, the Wilson ratio R = 1 + U r satisfies

1 ≤ R ≤ N/(N−1),

and R equals N/(N−1) exactly when the response to a uniform potential vanishes. The ratio is measured in a nonzero field whose flavour sum is zero, and such a field exists only for N ≥ 2.

For quantum impurity models, including those solved within DMFT, this gives a consistency check on fitted quasiparticle parameters, provided that the static response has this two-parameter, SU(N)-symmetric form.

## The form of the susceptibility matrix

A field h = (h_1, …, h_N) shifts the flavour levels, with the sign chosen so that a positive h_i favours occupation of flavour i. The matrix χ gives the induced occupations χh to linear order. Its diagonal r is the response of a free quasiparticle level. The off-diagonal entry −U r² says that extra occupation of one flavour repels the others: flavour j responds with r, the interaction U turns this into a potential on flavour i, and flavour i responds with another factor r.

This form is postulated. It is not derived from an impurity Hamiltonian, and r and U are renormalised low-energy parameters, not bare ones.

```lean
import Mathlib

open Matrix

namespace SUNLocalFermiLiquid

noncomputable section

/-- Static susceptibility matrix of `N` equivalent flavours with quasiparticle density of
states `r` and residual interaction `U`: diagonal `r`, off-diagonal `-U r²`. -/
def suscept (N : ℕ) (r U : ℝ) : Matrix (Fin N) (Fin N) ℝ :=
  Matrix.of fun i j => if i = j then r else -(U * r ^ 2)
```

In `suscept N r U`, flavours are elements of `Fin N`, numbered from 0 in Lean and from 1 in the prose. All entries are real, and there is no frequency or temperature dependence.

The charge response is the total occupation induced by a unit field on every flavour, which is the quadratic form of χ on the vector of ones.

```lean
/-- Uniform charge response: the total occupation induced by a unit potential
acting equally on all flavours. -/
def chargeResponse (N : ℕ) (r U : ℝ) : ℝ :=
  (fun _ => 1) ⬝ᵥ (suscept N r U *ᵥ (fun _ => 1))
```

The Wilson ratio compares the quadratic response to h with that of free quasiparticles having the same r. The specific-heat coefficient of a Fermi liquid is proportional to r, so this comparison corresponds to the usual ratio of susceptibility enhancement to specific-heat enhancement; the specific heat itself does not enter the definition.

```lean
/-- Quadratic response to a field `h` divided by that of non-interacting quasiparticles with the
same density of states. For a nonzero field with zero flavour sum this is the Wilson ratio. -/
def wilsonRatio (N : ℕ) (r U : ℝ) (h : Fin N → ℝ) : ℝ :=
  (h ⬝ᵥ (suscept N r U *ᵥ h)) / (h ⬝ᵥ (suscept N r 0 *ᵥ h))
```

The value 1 + U r is therefore a theorem about `wilsonRatio`, not its definition.

## What holds with no hypothesis at all

Write S = Σ_j h_j and Q = Σ_j h_j². Separating the diagonal term gives

(χh)_i = r h_i − U r² Σ_{j≠i} h_j
= r h_i − U r² (S − h_i)
= r(1 + U r) h_i − U r² S.

```lean
/-- Occupation change of flavour `i` in a flavour-dependent field `h`: a local part and a
part proportional to the total field. -/
theorem linear_response (N : ℕ) (r U : ℝ) (h : Fin N → ℝ) (i : Fin N) :
    (suscept N r U *ᵥ h) i = r * (1 + U * r) * h i - U * r ^ 2 * ∑ j, h j := by
  have key : ∀ j, (if i = j then r else -(U * r ^ 2)) * h j
      = (if i = j then r * (1 + U * r) * h j else 0) - U * r ^ 2 * h j := by
    intro j
    split_ifs <;> ring
  simp only [Matrix.mulVec, dotProduct, suscept, Matrix.of_apply, key]
  rw [Finset.sum_sub_distrib, Finset.sum_ite_eq, ← Finset.mul_sum]
  simp
```

The Lean proof performs the same separation inside the sum: `key` rewrites each term as a part present only for i = j, minus a part present for every j. Multiplying by h_i and summing over i then yields

h·χh = r(1 + U r) Q − U r² S².

```lean
/-- The quadratic response to a field `h` depends only on its squared length and its
flavour sum. -/
theorem quadratic_response (N : ℕ) (r U : ℝ) (h : Fin N → ℝ) :
    h ⬝ᵥ (suscept N r U *ᵥ h)
      = r * (1 + U * r) * ∑ i, h i ^ 2 - U * r ^ 2 * (∑ i, h i) ^ 2 := by
  simp only [dotProduct, linear_response]
  have key : ∀ i, h i * (r * (1 + U * r) * h i - U * r ^ 2 * ∑ j, h j)
      = r * (1 + U * r) * h i ^ 2 - (U * r ^ 2 * ∑ j, h j) * h i := by
    intro i
    ring
  simp only [key]
  rw [Finset.sum_sub_distrib, ← Finset.mul_sum, ← Finset.mul_sum]
  ring
```

For the uniform field, Q = N and S = N, so the charge response is

N r(1 + U r) − U r² N² = N r [1 − (N−1) U r].

```lean
/-- The uniform charge response is `N r (1 - (N-1) U r)`. -/
theorem chargeResponse_eq (N : ℕ) (r U : ℝ) :
    chargeResponse N r U = N * r * (1 - ((N : ℝ) - 1) * U * r) := by
  unfold chargeResponse
  rw [quadratic_response]
  simp
  ring
```

These identities hold for all real r and U and every N, including N = 0 and N = 1.

## r > 0: quasiparticles at the Fermi level

Positive r means that each flavour has quasiparticle states available at the Fermi level, so that a free level responds to a field in the expected direction.

Dividing by the free response requires only r ≠ 0; the stronger condition r > 0 is the physical one. For S = 0 and h ≠ 0,

R = r(1 + U r) Q / (r Q) = 1 + U r.

```lean
/-- For `r > 0` and every nonzero field with zero flavour sum, the Wilson ratio is `1 + U r`. -/
theorem wilsonRatio_eq {N : ℕ} {r : ℝ} (U : ℝ) (hr : 0 < r) {h : Fin N → ℝ}
    (h0 : h ≠ 0) (hs : ∑ i, h i = 0) : wilsonRatio N r U h = 1 + U * r := by
  obtain ⟨i, hi⟩ := Function.ne_iff.mp h0
  have hi' : h i ≠ 0 := by simpa using hi
  have hpos : 0 < ∑ i, h i ^ 2 :=
    Finset.sum_pos' (fun j _ => sq_nonneg (h j)) ⟨i, Finset.mem_univ i, by positivity⟩
  have hden : r * (1 + 0 * r) * ∑ i, h i ^ 2 - 0 * r ^ 2 * (0 : ℝ) ^ 2 ≠ 0 := by
    have h1 : r * ∑ i, h i ^ 2 ≠ 0 := (mul_pos hr hpos).ne'
    simpa using h1
  unfold wilsonRatio
  rw [quadratic_response, quadratic_response, hs, div_eq_iff hden]
  ring
```

The proof follows this division. A nonzero field has some component h_i ≠ 0, which makes Q positive; with `hr` the denominator is nonzero, and `div_eq_iff` turns the quotient into a polynomial identity. No sign of U is required here.

At r = 0 both responses vanish and the ratio has no physical meaning. For r < 0 the diagonal of χ is negative, so the matrix cannot be positive semidefinite for any N ≥ 1.

## U ≥ 0: residual repulsion

Nonnegative U means that the quasiparticles repel or do not interact. It gives the lower bound at once, since U r ≥ 0 implies R ≥ 1. It also reduces positivity of the whole matrix to one inequality:

χ is positive semidefinite ⇔ (N−1) U r ≤ 1.

For N ≥ 1, the forward direction tests χ on the uniform field. Positivity gives N r [1 − (N−1) U r] ≥ 0, and division by N r > 0 leaves the inequality. For the reverse direction, Cauchy–Schwarz gives S² ≤ N Q. Since U r² ≥ 0,

h·χh ≥ r(1 + U r) Q − U r² N Q
= r Q [1 − (N−1) U r]
≥ 0.

```lean
/-- For repulsive interaction the susceptibility matrix is positive semidefinite exactly
when `(N-1) U r ≤ 1`. -/
theorem posSemidef_iff {N : ℕ} {r U : ℝ} (hr : 0 < r) (hU : 0 ≤ U) :
    (suscept N r U).PosSemidef ↔ ((N : ℝ) - 1) * U * r ≤ 1 := by
  have hUr : 0 ≤ U * r := mul_nonneg hU hr.le
  rw [Matrix.posSemidef_iff_dotProduct_mulVec]
  simp only [star_trivial]
  constructor
  · rintro ⟨-, hpos⟩
    rcases Nat.eq_zero_or_pos N with hN | hN
    · subst hN
      push_cast
      linarith
    · -- test positivity on the uniform field
      have h1 : 0 ≤ chargeResponse N r U := hpos (fun _ => 1)
      rw [chargeResponse_eq] at h1
      have hN' : (0 : ℝ) < N := by exact_mod_cast hN
      have h2 := nonneg_of_mul_nonneg_right h1 (mul_pos hN' hr)
      linarith
  · intro hle
    refine ⟨Matrix.IsHermitian.ext fun i j => ?_, fun x => ?_⟩
    · by_cases hij : i = j
      · subst hij
        simp
      · simp [suscept, hij, Ne.symm hij]
    · rw [quadratic_response]
      -- Cauchy-Schwarz bounds the flavour sum by the length of the field
      have hcs : (∑ i, x i) ^ 2 ≤ (N : ℝ) * ∑ i, x i ^ 2 := by
        simpa using sq_sum_le_card_mul_sum_sq (s := Finset.univ) (f := x)
      have hQ : 0 ≤ ∑ i, x i ^ 2 := Finset.sum_nonneg fun i _ => sq_nonneg (x i)
      have h1 := mul_le_mul_of_nonneg_left hcs (mul_nonneg hU (sq_nonneg r))
      have h2 := mul_nonneg (mul_nonneg hr.le hQ) (sub_nonneg.mpr hle)
      linarith
```

In Lean, `PosSemidef` contains symmetry of the matrix as well as nonnegativity of the quadratic form, which is why the reverse direction has two parts. The inequality `hcs` is Cauchy–Schwarz, and `h1` multiplies it by U r², the step that uses `hU`. The case N = 0 is treated separately: the matrix is empty, and the inequality reads −U r ≤ 1, which also follows from U ≥ 0.

For attractive U the uniform field is no longer the dangerous one. When N ≥ 2, the zero-sum fields have the factor r(1 + U r), so stability requires U r ≥ −1 in addition. A stable attractive system then has 0 ≤ R < 1: the upper bound survives and the lower one fails.

## h ≠ 0 with zero flavour sum: a spin field

A field with S = 0 redistributes the flavours without a uniform component, as a magnetic field does for N = 2. The condition removes the term −U r² S², and h ≠ 0 keeps the free response from vanishing. Both are used in `wilsonRatio_eq`.

Together they also supply the condition N ≥ 2. With no flavours there is no nonzero field, and with one flavour a zero sum forces its only component to be zero.

```lean
/-- A nonzero field with zero flavour sum requires at least two flavours. -/
theorem two_le_of_spin_field {N : ℕ} {h : Fin N → ℝ} (h0 : h ≠ 0)
    (hs : ∑ i, h i = 0) : 2 ≤ N := by
  by_contra hlt
  have hN : N = 0 ∨ N = 1 := by omega
  rcases hN with rfl | rfl
  · exact h0 (Subsingleton.elim _ _)
  · apply h0
    funext i
    rw [Subsingleton.elim i 0]
    simpa using hs
```

The proof excludes N = 0 and N = 1 in exactly this way, so no theorem in the file takes N ≥ 2 as a hypothesis.

For N ≥ 2 and U ≠ 0, the ratio of responses in fields with S ≠ 0 depends on the direction of the field:

R(h) = 1 + U r − U r S²/Q.

For the uniform field it becomes 1 − (N−1) U r, which is a normalised charge response and not a Wilson ratio.

## Positive semidefiniteness: stability

The susceptibility matrix governs the second-order energy change in a static field, which is −½ h·χh. If h·χh were negative for some h, the induced occupations would oppose the field, which is impossible for the static response of a stable equilibrium state. Positive semidefiniteness excludes this but allows a response that vanishes.

Since N − 1 > 0, stability can be expressed through the Wilson ratio:

1 + U r ≤ N/(N−1)
⇔ (N−1)(1 + U r) ≤ N
⇔ (N−1) U r ≤ 1.

```lean
/-- For repulsive interaction the susceptibility matrix is positive semidefinite exactly
when the Wilson ratio is at most `N/(N-1)`. -/
theorem posSemidef_iff_wilsonRatio_le {N : ℕ} {r U : ℝ} (hr : 0 < r) (hU : 0 ≤ U)
    {h : Fin N → ℝ} (h0 : h ≠ 0) (hs : ∑ i, h i = 0) :
    (suscept N r U).PosSemidef ↔ wilsonRatio N r U h ≤ (N : ℝ) / ((N : ℝ) - 1) := by
  have hN : (2 : ℝ) ≤ N := by exact_mod_cast two_le_of_spin_field h0 hs
  have hN1 : (0 : ℝ) < (N : ℝ) - 1 := by linarith
  rw [posSemidef_iff hr hU, wilsonRatio_eq U hr h0 hs, le_div_iff₀ hN1]
  constructor <;> intro hle <;> linarith
```

The proof replaces both sides by their explicit forms, clears the positive denominator with `le_div_iff₀`, and leaves linear arithmetic. A single spin field is enough to decide the stability of the whole matrix, because its ratio fixes U r, and for r > 0 and U ≥ 0 stability depends only on N and U r.

The main theorem collects the bounds and the condition for equality. By the same algebra, R = N/(N−1) means (N−1) U r = 1. The charge response N r [1 − (N−1) U r] vanishes under exactly this condition, because N r ≠ 0.

```lean
/-- In a stable SU(N) local Fermi liquid with repulsive interaction the Wilson ratio lies
between `1` and `N/(N-1)`, and equals `N/(N-1)` exactly when the uniform charge response
vanishes. -/
theorem wilsonRatio_bounds {N : ℕ} {r U : ℝ} (hr : 0 < r) (hU : 0 ≤ U)
    (hstable : (suscept N r U).PosSemidef)
    {h : Fin N → ℝ} (h0 : h ≠ 0) (hs : ∑ i, h i = 0) :
    wilsonRatio N r U h ∈ Set.Icc 1 ((N : ℝ) / ((N : ℝ) - 1)) ∧
      (wilsonRatio N r U h = (N : ℝ) / ((N : ℝ) - 1) ↔ chargeResponse N r U = 0) := by
  have hN : (2 : ℝ) ≤ N := by exact_mod_cast two_le_of_spin_field h0 hs
  have hN1 : (N : ℝ) - 1 ≠ 0 := by linarith
  have hNr : (N : ℝ) * r ≠ 0 := (mul_pos (by linarith) hr).ne'
  refine ⟨⟨?_, (posSemidef_iff_wilsonRatio_le hr hU h0 hs).1 hstable⟩, ?_⟩
  · rw [wilsonRatio_eq U hr h0 hs]
    linarith [mul_nonneg hU hr.le]
  · -- both conditions say that (N-1) U r = 1
    rw [wilsonRatio_eq U hr h0 hs, eq_div_iff hN1, chargeResponse_eq]
    constructor
    · intro he
      have h1 : 1 - ((N : ℝ) - 1) * U * r = 0 := by linear_combination -he
      rw [h1, mul_zero]
    · intro he
      have h1 := (mul_eq_zero.mp he).resolve_left hNr
      linear_combination -h1
```

Read in words, `wilsonRatio_bounds` takes r > 0, U ≥ 0, a positive semidefinite `suscept N r U`, and a nonzero field `h` with zero sum. It concludes that the ratio lies in the closed interval `Set.Icc 1 (N/(N-1))`, and that it equals the upper end if and only if `chargeResponse N r U = 0`. The hypothesis `hstable` is used only for the upper bound. The lower bound comes from `hr` and `hU`, and the equality condition follows from the explicit formulas, with `linear_combination` carrying out the rearrangement in each direction.

Without stability, U r may be arbitrarily large and R has no upper bound. Once R exceeds N/(N−1), the charge response is negative.

The physical picture at the upper end is that of frozen charge: the total occupation no longer reacts to a uniform potential, while the flavours can still be polarised. This is the situation associated with the Kondo regime, although no Kondo Hamiltonian appears in the model.

## A self-consistent response would change the bound

Another model lets the interaction act on the induced occupations themselves. With δn_i the occupation change of flavour i,

δn_i = r (h_i − U Σ_{j≠i} δn_j).

To first order in U this reproduces the matrix used above. Solved in full for 0 ≤ U r < 1, it gives the enhancement 1/(1 − U r) for spin fields and the reduction 1/(1 + (N−1) U r) for the uniform field. For N ≥ 2 the Wilson ratio then grows without limit as U r approaches 1, while the charge response stays positive. The bound N/(N−1) thus belongs to the matrix with entries r and −U r², with r and U read as renormalised parameters, and not to every mean-field treatment of repulsive flavours.

## Four flavours in numbers, and two flavours at the bound

Take N = 4, r = 2 and U = 0.1 in matching units. Then U r = 0.2, the diagonal entries are 2 and the off-diagonal entries are −0.4. For h = (1, −1, 0, 0),

χh = (2.4, −2.4, 0, 0),
h·χh = 4.8.

Free quasiparticles give 4, so R = 1.2, below the bound 4/3. Each row of χ sums to 2 − 3·0.4 = 0.8, and the charge response is 4·0.8 = 3.2.

Raising U to 1/6 makes the off-diagonal entries −2/3. The row sums vanish, and R = 1 + 1/3 = 4/3. At U = 0.25 the off-diagonal entries are −1, the charge response is −4, and R = 1.5 exceeds the bound: this matrix is not positive semidefinite.

For N = 2 the bound is 2, and it is reached at U = 1/r. The matrix then has diagonal r and off-diagonal −r. It sends (1, 1) to zero and (1, −1) to 2r(1, −1), whereas free quasiparticles give r(1, −1). The ratio is therefore 2.

```lean
/-- For two flavours and `U = 1/r` the susceptibility matrix is positive semidefinite, the
charge response vanishes, and the Wilson ratio in the field `(1, -1)` is `2`. -/
theorem two_flavour_witness {r : ℝ} (hr : 0 < r) :
    (suscept 2 r (1 / r)).PosSemidef ∧ chargeResponse 2 r (1 / r) = 0 ∧
      wilsonRatio 2 r (1 / r) ![1, -1] = 2 := by
  have e : 1 / r * r = 1 := one_div_mul_cancel hr.ne'
  refine ⟨(posSemidef_iff hr (by positivity)).2 ?_, ?_, ?_⟩
  · rw [mul_assoc, e]
    norm_num
  · rw [chargeResponse_eq, mul_assoc _ (1 / r) r, e]
    norm_num
  · have h0 : (![1, -1] : Fin 2 → ℝ) ≠ 0 := by
      intro h
      have h1 := congrFun h 0
      simp at h1
    rw [wilsonRatio_eq (1 / r) hr h0 (by simp [Fin.sum_univ_two]), e]
    norm_num

end

end SUNLocalFermiLiquid
```

The proof obtains all three statements from the general formulas, using U r = 1. It shows that the upper end of the interval is attained for two flavours at every r > 0.

```lean
#print axioms SUNLocalFermiLiquid.wilsonRatio_bounds
```

```
'SUNLocalFermiLiquid.wilsonRatio_bounds' depends on axioms: [propext, Classical.choice, Quot.sound]
```
